# The number, total population and summed squared populations of all atoms but one in a normalised orbital

A normalised orbital is described by real atomic populations `q` on a finite set of atoms, nonnegative and summing to one, and its inverse delocalisation number is the sum of their squares. For any chosen atom `A`, the theorem `rest_sums` states three identities about the other atoms: their number is the total number of atoms minus one, their populations sum to `1 - q A`, and their squared populations sum to `invDeloc q - q A ^ 2`. The attempt proves each part by separating `A` from the full set, with `Finset.card_erase_add_one` for the count and `Finset.add_sum_erase` for the two sums, and leaves the remaining arithmetic to `linarith`.

As first written in Lean, the proof fails:

```lean
import Mathlib

open Finset

namespace OrbitalDelocalisation

noncomputable section

variable {ι : Type*} [Fintype ι]

/-- Atomic populations of one normalised orbital: nonnegative and summing to one. -/
structure IsPopulation (q : ι → ℝ) : Prop where
  nonneg : ∀ A, 0 ≤ q A
  sum_one : ∑ A, q A = 1

/-- The inverse delocalisation number, the sum of the squared atomic populations. -/
def invDeloc (q : ι → ℝ) : ℝ := ∑ A, q A ^ 2

/-- The atoms other than `A` number `M - 1`, hold the population `1 - q A`, and
contribute `L - q A ^ 2` to the inverse delocalisation number. -/
theorem rest_sums [DecidableEq ι] {q : ι → ℝ} (hq : IsPopulation q) (A : ι) :
    ((univ.erase A).card : ℝ) = Fintype.card ι - 1 ∧
      ∑ B ∈ univ.erase A, q B = 1 - q A ∧
      ∑ B ∈ univ.erase A, q B ^ 2 = invDeloc q - q A ^ 2 := by
  refine ⟨?_, ?_, ?_⟩
  · have h := Finset.card_erase_add_one (mem_univ A)
    rw [Finset.card_univ] at h
    have h' : ((univ.erase A).card : ℝ) + 1 = Fintype.card ι := by exact_mod_cast h
    linarith
  · have h := Finset.add_sum_erase univ q (mem_univ A)
    have h1 := hq.sum_one
    linarith
  · have h := Finset.add_sum_erase univ (fun B => q B ^ 2) (mem_univ A)
    simp only [] at h
    unfold invDeloc
    linarith

end

end OrbitalDelocalisation
```

The compiler's answer:

```
Main.lean:34:4: error: `simp` made no progress
```

What went wrong. The one error is in the third part, at `simp only [] at h`. With an empty lemma list, this call could at most do basic clean-up, such as beta reduction, which turns `(fun B => q B ^ 2) A` into `q A ^ 2`. But Lean had already beta-reduced the type of `h` when it instantiated `Finset.add_sum_erase` with that function. The hypothesis therefore already said that `q A ^ 2` plus the sum of squares over `univ.erase A` equals the sum of squares over `univ`. `simp` found nothing to change, and it treats that as an error.

The repair deletes the call. `h` is already in the form needed, so once `unfold invDeloc` exposes the full sum of squares in the goal, `linarith` closes it by moving `q A ^ 2` to the other side. The blank line left in place of the call has no effect.

Lean accepts the file once it reads:

```diff
@@ -32,5 +32,5 @@
     linarith
   · have h := Finset.add_sum_erase univ (fun B => q B ^ 2) (mem_univ A)
-    simp only [] at h
+
     unfold invDeloc
     linarith
```
